# Low-frequency divergence of a truncated velocity-gauge response when the full oscillator strength is subtracted

A molecule in its ground state sits in a weak electric field oscillating at frequency $\omega$, and its polarizability is computed as a sum over excitations. The field can enter through the dipole operator (length gauge) or through the vector potential and the electron momentum (velocity gauge). With a complete set of excitations the two descriptions agree. A practical calculation keeps only some of them, so what happens to each response as $\omega$ becomes small?

Label the excitations by $i$ in a type `ι`. In atomic units, excitation $i$ has frequency $w_i$ (often written $\omega_{i0}$; here the Latin `w` is the excitation and the Greek `ω` the drive) and oscillator strength $f_i$.

```lean
import Mathlib

open Filter Topology

namespace TruncatedVelocityGauge

noncomputable section

variable {ι : Type*}
```

For a finite kept set $K$, the length-gauge response is
$$L_K(\omega)=\sum_{i\in K}\frac{f_i}{w_i^2-\omega^2}.$$

```lean
/-- Length-gauge response of the kept excitations `K`, with strengths `f` and frequencies `w`,
at driving frequency `ω`. Its domain is `ω ^ 2 ≠ w i ^ 2` for every kept `i`. -/
def lengthGauge (K : Finset ι) (f w : ι → ℝ) (ω : ℝ) : ℝ :=
  ∑ i ∈ K, f i / (w i ^ 2 - ω ^ 2)
```

In the velocity gauge, the squared vector potential contributes a constant $-N$, where $N$ is the number of electrons. Converting potential to field and current to dipole gives the factor $1/\omega^2$:
$$V_K(\omega)=\frac{1}{\omega^2}\left(\sum_{i\in K}\frac{f_i w_i^2}{w_i^2-\omega^2}-N\right).$$

```lean
/-- Velocity-gauge response of the kept excitations `K`, where the constant `N` is subtracted
before dividing by `ω ^ 2`. Its domain is `ω ≠ 0` and `ω ^ 2 ≠ w i ^ 2` for every kept `i`. -/
def velocityGauge (K : Finset ι) (f w : ι → ℝ) (N ω : ℝ) : ℝ :=
  (∑ i ∈ K, f i * w i ^ 2 / (w i ^ 2 - ω ^ 2) - N) / ω ^ 2
```

In this definition `N` is a free real parameter. The f-sum rule, which ties it to the strengths, enters as the hypothesis `hN` where needed and is not derived from commutators. Both definitions use the same $f_i$, so the relation between momentum and dipole matrix elements is built in. There is no damping. A real spectrum has infinitely many levels and a continuum; the results below that use the sum rule are proved only for a finite list of excitations.

## (a) Splitting the velocity sum

Let $\omega^2\ne w_i^2$ for every kept $i$. Show that
$$\sum_{i\in K}\frac{f_i w_i^2}{w_i^2-\omega^2}=\sum_{i\in K}f_i+\omega^2L_K(\omega).$$

**Solution.** Write $w_i^2=(w_i^2-\omega^2)+\omega^2$ in each numerator:
$$\frac{f_iw_i^2}{w_i^2-\omega^2}=f_i+\omega^2\frac{f_i}{w_i^2-\omega^2}.$$
Summing over $K$ gives the claim. No sign condition on $f_i$ or $w_i$ is used.

In Lean, `hres` is the off-resonance condition. `Finset.sum_congr` reduces the equation to single terms, and `linear_combination` closes each one after its denominator is cleared.

```lean
/-- Away from the kept resonances, the velocity-gauge sum is the kept strength plus `ω ^ 2` times
the length-gauge response. -/
theorem velocity_sum_eq (K : Finset ι) (f w : ι → ℝ) {ω : ℝ}
    (hres : ∀ i ∈ K, w i ^ 2 ≠ ω ^ 2) :
    ∑ i ∈ K, f i * w i ^ 2 / (w i ^ 2 - ω ^ 2)
      = ∑ i ∈ K, f i + ω ^ 2 * lengthGauge K f w ω := by
  unfold lengthGauge
  rw [Finset.mul_sum, ← Finset.sum_add_distrib]
  refine Finset.sum_congr rfl fun i hi => ?_
  -- write `w i ^ 2` as `(w i ^ 2 - ω ^ 2) + ω ^ 2` in each numerator
  have h : w i ^ 2 - ω ^ 2 ≠ 0 := sub_ne_zero.mpr (hres i hi)
  have e : f i / (w i ^ 2 - ω ^ 2) * (w i ^ 2 - ω ^ 2) = f i := by field_simp
  rw [div_eq_iff h]
  linear_combination (-ω ^ 2) * e
```

## (b) The mismatch between the gauges

Let also $\omega\neq0$, and let $N$ be any real number. Show that
$$V_K(\omega)=L_K(\omega)-\frac{N-\sum_{i\in K}f_i}{\omega^2}.$$

**Solution.** Insert (a) into the definition of $V_K$:
$$V_K(\omega)=\frac{\sum_{i\in K}f_i+\omega^2L_K(\omega)-N}{\omega^2},$$
and divide term by term. The Lean proof rewrites with `velocity_sum_eq` and then multiplies through by $\omega^2$.

```lean
/-- At nonzero frequency away from the kept resonances, the two gauges differ by the mismatch
between the subtracted constant `N` and the kept strength, divided by `ω ^ 2`. -/
theorem velocity_eq_length_sub_mismatch (K : Finset ι) (f w : ι → ℝ) (N : ℝ) {ω : ℝ}
    (hω : ω ≠ 0) (hres : ∀ i ∈ K, w i ^ 2 ≠ ω ^ 2) :
    velocityGauge K f w N ω = lengthGauge K f w ω - (N - ∑ i ∈ K, f i) / ω ^ 2 := by
  have h2 : ω ^ 2 ≠ 0 := pow_ne_zero 2 hω
  have e : (N - ∑ i ∈ K, f i) / ω ^ 2 * ω ^ 2 = N - ∑ i ∈ K, f i := by field_simp
  unfold velocityGauge
  rw [velocity_sum_eq K f w hres, div_eq_iff h2]
  linear_combination e
```

## (c) The mismatch is the dropped strength

Now let there be finitely many excitations in all, with $\sum_i f_i=N$. Writing $K^c$ for the dropped excitations, show that under the conditions of (b)
$$V_K(\omega)=L_K(\omega)-\frac{1}{\omega^2}\sum_{i\in K^c}f_i.$$

**Solution.** The total strength is the kept plus the dropped strength, so $N-\sum_{i\in K}f_i=\sum_{i\in K^c}f_i$. Substitute this into (b). In Lean the splitting is `Finset.sum_add_sum_compl`, and `Kᶜ` is the complement.

```lean
/-- If the strengths of all excitations sum to `N`, then at nonzero frequency away from the kept
resonances the velocity gauge equals the length gauge minus the dropped strength over `ω ^ 2`. -/
theorem velocity_eq_length_sub_dropped [Fintype ι] [DecidableEq ι] (K : Finset ι)
    (f w : ι → ℝ) {N ω : ℝ} (hN : ∑ i, f i = N)
    (hω : ω ≠ 0) (hres : ∀ i ∈ K, w i ^ 2 ≠ ω ^ 2) :
    velocityGauge K f w N ω = lengthGauge K f w ω - (∑ i ∈ Kᶜ, f i) / ω ^ 2 := by
  have h : N - ∑ i ∈ K, f i = ∑ i ∈ Kᶜ, f i := by
    linarith [Finset.sum_add_sum_compl K f]
  rw [velocity_eq_length_sub_mismatch K f w N hω hres, h]
```

## (d) Subtracting the kept strength

Replace $N$ in $V_K$ by $\sum_{i\in K}f_i$. Show that, for $\omega\ne0$ away from the kept resonances,
$$\frac{1}{\omega^2}\left(\sum_{i\in K}\frac{f_iw_i^2}{w_i^2-\omega^2}-\sum_{i\in K}f_i\right)=L_K(\omega).$$

**Solution.** The numerator of the mismatch in (b) is now zero. The repaired response equals the truncated length-gauge one, so it still lacks the contribution of the dropped excitations. The Lean proof is (b) followed by this cancellation.

```lean
/-- Subtracting the kept strength instead of the full one makes the two gauges agree for any kept
set, at nonzero frequency away from the kept resonances. -/
theorem velocity_eq_length_of_kept_strength (K : Finset ι) (f w : ι → ℝ) {ω : ℝ}
    (hω : ω ≠ 0) (hres : ∀ i ∈ K, w i ^ 2 ≠ ω ^ 2) :
    velocityGauge K f w (∑ i ∈ K, f i) ω = lengthGauge K f w ω := by
  rw [velocity_eq_length_sub_mismatch K f w _ hω hres, sub_self, zero_div, sub_zero]
```

## (e) The length gauge stays finite

Let every $w_i>0$, as for excitations above a non-degenerate ground state. Show that $L_K$ is continuous at zero, so that
$$\lim_{\omega\to0}L_K(\omega)=\sum_{i\in K}\frac{f_i}{w_i^2}.$$

**Solution.** At $\omega=0$ each denominator equals $w_i^2>0$, so each term is a quotient of continuous functions with non-zero denominator. A finite sum of such terms is continuous there. `ContinuousAt.div` handles one term and `tendsto_finsetSum` the sum.

```lean
/-- For positive excitation frequencies, the length-gauge response of any kept set is continuous
at zero driving frequency. -/
theorem lengthGauge_continuousAt_zero (K : Finset ι) (f w : ι → ℝ) (hw : ∀ i, 0 < w i) :
    ContinuousAt (lengthGauge K f w) 0 := by
  have h : ∀ i ∈ K, Tendsto (fun ω : ℝ => f i / (w i ^ 2 - ω ^ 2)) (𝓝 0)
      (𝓝 (f i / (w i ^ 2 - (0 : ℝ) ^ 2))) := by
    intro i _
    have hne : w i ^ 2 - (0 : ℝ) ^ 2 ≠ 0 := by
      have := pow_pos (hw i) 2
      linarith [this] |> fun h : 0 < w i ^ 2 - (0 : ℝ) ^ 2 => h.ne'
    have c : ContinuousAt (fun ω : ℝ => f i / (w i ^ 2 - ω ^ 2)) 0 :=
      ContinuousAt.div (by fun_prop) (by fun_prop) hne
    exact c.tendsto
  exact tendsto_finsetSum K h
```

## (f) Small frequencies avoid all resonances

For finitely many $w_i>0$, show that there is a $\delta>0$ with
$$0<\omega<\delta\ \Longrightarrow\ \omega\neq0\ \text{ and }\ w_i^2\neq\omega^2\ \text{ for all } i.$$

**Solution.** Each condition $\omega<w_i$ holds in a neighbourhood of zero, and finitely many neighbourhoods intersect in a neighbourhood. If also $\omega>0$, then $0<\omega<w_i$ gives $\omega^2<w_i^2$.

Lean expresses "for all sufficiently small positive $\omega$" by `∀ᶠ ω in 𝓝[>] (0 : ℝ)`. `Filter.eventually_all` performs the finite intersection, and `nlinarith` rules out equal squares.

```lean
/-- For finitely many positive excitation frequencies, every sufficiently small positive driving
frequency is nonzero and off resonance. -/
theorem eventually_off_resonance [Fintype ι] (w : ι → ℝ) (hw : ∀ i, 0 < w i) :
    ∀ᶠ ω in 𝓝[>] (0 : ℝ), ω ≠ 0 ∧ ∀ i, w i ^ 2 ≠ ω ^ 2 := by
  have hlt : ∀ᶠ ω in 𝓝 (0 : ℝ), ∀ i, ω < w i :=
    Filter.eventually_all.2 fun i => eventually_lt_nhds (hw i)
  filter_upwards [self_mem_nhdsWithin, hlt.filter_mono nhdsWithin_le_nhds] with ω hpos hω
  have hpos' : 0 < ω := hpos
  refine ⟨hpos'.ne', fun i heq => ?_⟩
  nlinarith [hω i, hw i]
```

## (g) Divergence after truncation

Let there be finitely many excitations with $w_i>0$, $f_i>0$ and $\sum_i f_i=N$. Positive strength means that only dipole-allowed excitations are listed. If at least one is dropped, show that
$$\lim_{\omega\to0^+}V_K(\omega)=-\infty.$$

**Solution.** The dropped strength $D=\sum_{i\in K^c}f_i$ is a non-empty sum of positive numbers, so $D>0$. By (f), identity (c) holds for all small positive $\omega$:
$$V_K(\omega)=L_K(\omega)-\frac{D}{\omega^2}.$$
The first term has a finite limit by (e), and the second tends to $-\infty$.

In Lean, `hK` says that $K$ is not the full set, `hD` is $D>0$, `hdiv` is the divergent term and `hlen` the finite one. `add_atBot` combines them, and `congr'` transfers the limit to $V_K$ through (c).

For velocity-gauge sum-over-states calculations that subtract the full $N$, this means that, in a model with finitely many excitations, a spurious low-frequency divergence can come from truncation alone.

```lean
/-- For finitely many excitations with positive frequencies and positive strengths summing to `N`,
the velocity-gauge response of a proper subset tends to minus infinity as `ω` tends to zero from
above. -/
theorem truncated_velocityGauge_tendsto_atBot [Fintype ι] (K : Finset ι) (f w : ι → ℝ) {N : ℝ}
    (hw : ∀ i, 0 < w i) (hf : ∀ i, 0 < f i) (hN : ∑ i, f i = N) (hK : K ≠ Finset.univ) :
    Tendsto (velocityGauge K f w N) (𝓝[>] 0) atBot := by
  classical
  -- the dropped strength is positive
  have hne : (Kᶜ).Nonempty := by
    rw [Finset.nonempty_iff_ne_empty]
    intro h
    exact hK ((Finset.compl_eq_empty_iff K).1 h)
  have hD : 0 < ∑ i ∈ Kᶜ, f i := Finset.sum_pos (fun i _ => hf i) hne
  -- so its share of the response diverges, while the length gauge stays finite
  have hinv : Tendsto (fun ω : ℝ => (ω⁻¹) ^ 2) (𝓝[>] 0) atTop :=
    (tendsto_pow_atTop two_ne_zero).comp tendsto_inv_nhdsGT_zero
  have hdiv : Tendsto (fun ω : ℝ => -((∑ i ∈ Kᶜ, f i) * (ω⁻¹) ^ 2)) (𝓝[>] 0) atBot :=
    tendsto_neg_atTop_atBot.comp (hinv.const_mul_atTop hD)
  have hlen : Tendsto (lengthGauge K f w) (𝓝[>] 0) (𝓝 (lengthGauge K f w 0)) :=
    (lengthGauge_continuousAt_zero K f w hw).tendsto.mono_left nhdsWithin_le_nhds
  refine (hlen.add_atBot hdiv).congr' ?_
  filter_upwards [eventually_off_resonance w hw] with ω hω
  rw [velocity_eq_length_sub_dropped K f w hN hω.1 fun i _ => hω.2 i,
    div_eq_mul_inv, inv_pow, sub_eq_add_neg]
```

## (h) When the static limit is finite

Under the same assumptions on $w_i$, $f_i$ and $N$, but for any $K$, show that
$$\lim_{\omega\to0^+}V_K(\omega)\ \text{exists in }\mathbb R\iff K\ \text{contains every excitation}.$$

**Solution.** If an excitation is missing, (g) gives the limit $-\infty$, which excludes a finite one. If none is missing, then $N=\sum_{i\in K}f_i$, so (d) gives $V_K(\omega)=L_K(\omega)$ for small positive $\omega$, and (e) supplies the finite limit $\sum_i f_i/w_i^2$.

The two branches after `constructor` are these two directions. In the second, `subst` replaces $K$ by the full set and $N$ by the total strength, and `refine` provides the static length-gauge value as the limit.

```lean
/-- For finitely many excitations with positive frequencies and positive strengths summing to `N`,
the velocity-gauge response has a finite limit as `ω` tends to zero from above exactly when every
excitation is kept. -/
theorem velocityGauge_finite_limit_iff [Fintype ι] (K : Finset ι) (f w : ι → ℝ) {N : ℝ}
    (hw : ∀ i, 0 < w i) (hf : ∀ i, 0 < f i) (hN : ∑ i, f i = N) :
    (∃ a : ℝ, Tendsto (velocityGauge K f w N) (𝓝[>] 0) (𝓝 a)) ↔ K = Finset.univ := by
  constructor
  · rintro ⟨a, ha⟩
    by_contra hK
    exact not_tendsto_nhds_of_tendsto_atBot
      (truncated_velocityGauge_tendsto_atBot K f w hw hf hN hK) a ha
  · intro hK
    subst hK
    subst hN
    -- with all excitations kept, the limit is the static length-gauge response
    refine ⟨lengthGauge Finset.univ f w 0, ?_⟩
    have hlen := (lengthGauge_continuousAt_zero Finset.univ f w hw).tendsto.mono_left
      (nhdsWithin_le_nhds (s := Set.Ioi (0 : ℝ)))
    refine hlen.congr' ?_
    filter_upwards [eventually_off_resonance w hw] with ω hω
    exact (velocity_eq_length_of_kept_strength Finset.univ f w hω.1 fun i _ => hω.2 i).symm

end

end TruncatedVelocityGauge
```

```lean
#print axioms TruncatedVelocityGauge.truncated_velocityGauge_tendsto_atBot
-- 'TruncatedVelocityGauge.truncated_velocityGauge_tendsto_atBot' depends on axioms: [propext, Classical.choice, Quot.sound]
#print axioms TruncatedVelocityGauge.velocityGauge_finite_limit_iff
-- 'TruncatedVelocityGauge.velocityGauge_finite_limit_iff' depends on axioms: [propext, Classical.choice, Quot.sound]
```
